# An eight-state tunnelling model of the water dimer has eigenvalues $a+b\pm2t$, $-(a+b)\pm2t$, and $a-b$, $b-a$ twice each

Q: In the water dimer one molecule donates the hydrogen bond and the other accepts it, and tunnelling can interchange these roles. I would expect the interchange to split every level. Why should some levels stay double?

A: Four structures are enough to see it. Label a structure by three bits $(r,p,q)$: $r$ says which molecule is the donor, $p$ labels the proton arrangement of the donor, and $q$ that of the acceptor. Let interchange, with amplitude $t$, link both $000$ and $011$ to both $100$ and $111$. This is a ring of four.

Put amplitude $+1$ on $000$ and $-1$ on $011$. What arrives at $100$ is $t-t=0$, and the same happens at $111$, so this state has energy $0$. Opposite signs on $100$ and $111$ give a second state at $0$. With equal signs the two paths add, and the even combinations of the two pairs mix to give $\pm2t$. The levels are $2t,-2t,0,0$: the double level is the one where the two interchange paths cancel.

Q: The real dimer also has motions that keep the donor fixed.

A: Yes, so take all eight structures and add two amplitudes: $a$ flips $q$ and $b$ flips $p$. With bits added modulo 2, the Hamiltonian $H$ acts on an amplitude $\psi$ as
$$(H\psi)(r,p,q)=a\,\psi(r,p,q+1)+b\,\psi(r,p+1,q)+t\,[\psi(r+1,q,p)+\psi(r+1,q+1,p+1)].$$
Each of the four moves undoes itself when repeated, so $H$ is symmetric. Now try $\psi_{klm}(r,p,q)=(-1)^{kr+lp+mq}$, with bits $k,l,m$. The first two terms give $[(-1)^m a+(-1)^l b]\,\psi_{klm}$. The interchange terms give
$$t\,(-1)^{k}(-1)^{kr+lq+mp}\,[1+(-1)^{l+m}].$$
If $l=m$, then $lq+mp=lp+mq$, and this is $2t(-1)^k\psi_{klm}$. If $l\ne m$, the bracket vanishes. The energies are therefore:

- $l=m=0$: $a+b\pm2t$;
- $l=m=1$: $-(a+b)\pm2t$;
- $l=1,\ m=0$: $a-b$, for both values of $k$;
- $l=0,\ m=1$: $b-a$, for both values of $k$.

Q: You still owe me completeness.

A: The overlap of two modes factorises into three sums,
$$\sum_{r}(-1)^{(k+k')r}\sum_p(-1)^{(l+l')p}\sum_q(-1)^{(m+m')q},$$
each equal to 2 if the two bits agree and 0 otherwise. So the modes are orthogonal with squared norm 8, and the normalised amplitudes are $\pm1/\sqrt8$. Eight orthogonal vectors span the space. With the modes as columns of $W$ and the energies in a diagonal matrix $D$, we have $W^{T}W=8$ and $HW=WD$. Hence $H=WDW^{-1}$ and $\det(x-H)=\det(x-D)=\prod_{klm}(x-E_{klm})$, where $E_{klm}$ is the energy of $\psi_{klm}$.

Q: Now show me that the Lean text is about this matrix and not some relative of it.

```lean
import Mathlib

open Matrix Polynomial

namespace WaterDimerTunnelling

noncomputable section

/-- A localised structure `(r, p, q)` of the dimer: `r` tells which monomer is the donor,
`p` and `q` label the proton arrangements of the donor and of the acceptor. -/
abbrev State := Bool × Bool × Bool
```

A: `State` is the set of bit triples, with `false` for 0 and `true` for 1. A real function on `State` is an amplitude on the eight localised structures.

```lean
/-- The tunnelling Hamiltonian: `a` switches the acceptor protons, `b` switches the donor
protons, and `t` interchanges the donor and acceptor roles along two paths. -/
def hamiltonian (a b t : ℝ) : Matrix State State ℝ := fun s s' =>
  (if s' = (s.1, s.2.1, !s.2.2) then a else 0) +
  (if s' = (s.1, !s.2.1, s.2.2) then b else 0) +
  (if s' = (!s.1, s.2.2, s.2.1) then t else 0) +
  (if s' = (!s.1, !s.2.2, !s.2.1) then t else 0)
```

A: Each line of `hamiltonian` is one coupling, and `!` flips a bit. In the last two lines `s.2.2` comes before `s.2.1`: the old acceptor's label becomes the new donor's label, and in the last line both labels are also flipped.

Q: What are $a$, $b$ and $t$ physically, and what sign do they carry?

A: They are matrix elements between neighbouring wells, set by the barriers and paths on the potential surface and by the masses that move. Here they are arbitrary real numbers. They enter without the minus sign that is common in hopping models, so if all three are negative the nodeless state, at $a+b+2t$, is lowest. The diagonal is zero, which puts the common energy of the isolated wells at zero.

```lean
/-- The sign attached to a bit: `-1` for a set bit and `1` otherwise. -/
def sgn : Bool → ℝ
  | true => -1
  | false => 1

/-- The tunnelling mode `(k, l, m)`, with amplitude `(-1)^(k r + l p + m q)` on the
structure `(r, p, q)`. -/
def mode (k s : State) : ℝ :=
  sgn (k.1 && s.1) * sgn (k.2.1 && s.2.1) * sgn (k.2.2 && s.2.2)

/-- The energy assigned to the mode `(k, l, m)`; the two interchange paths contribute
with relative sign `(-1)^(l + m)`. -/
def level (a b t : ℝ) (k : State) : ℝ :=
  sgn k.2.2 * a + sgn k.2.1 * b + sgn k.1 * (1 + sgn k.2.1 * sgn k.2.2) * t
```

A: `sgn` turns a bit into $(-1)^{\text{bit}}$, and `&&` is the product of bits. Mind the letters: in `mode` and `level` the argument `k` is the whole triple $(k,l,m)$, so my $k$ is `k.1`, my $l$ is `k.2.1` and my $m$ is `k.2.2`. `level` is the energy formula above, with the factor $1+(-1)^{l+m}$ left visible.

Q: So far the degeneracy is interference. I was taught that it comes from permuting identical nuclei.

A: Both descriptions hold here. This is the permutation of the two protons in one fixed molecule:

```lean
/-- Exchange of the two protons of one fixed monomer: it acts on the donor label when
`r` is unset and on the acceptor label when `r` is set. -/
def exchange (s : State) : State :=
  if s.1 then (s.1, s.2.1, !s.2.2) else (s.1, !s.2.1, s.2.2)
```

A: That molecule is the donor when $r=0$ and the acceptor when $r=1$, so the permutation flips $p$ in the first case and $q$ in the second.

A mistake lurks here: one can take "flip $p$" for all structures as the proton permutation. That operation also leaves $H$ unchanged, but it exchanges the protons of whichever molecule happens to be the donor. It only multiplies $\psi_{klm}$ by $(-1)^l$, so it never reveals a degenerate partner.

Q: And the correct permutation does?

A: It multiplies $\psi_{klm}$ by $(-1)^l$ at $r=0$ and by $(-1)^m$ at $r=1$. For $l\ne m$ these signs differ, so the factor is $(-1)^l(-1)^r$, which changes $k$ into $k+1$. Since $H$ is invariant, the two modes have the same energy. The invariance is the second of the next two theorems; the first is the symmetry of the matrix.

```lean
/-- The Hamiltonian is a real symmetric matrix. -/
theorem hamiltonian_isSymm (a b t : ℝ) : (hamiltonian a b t).IsSymm := by
  apply Matrix.IsSymm.ext
  rintro ⟨r, p, q⟩ ⟨r', p', q'⟩
  cases r <;> cases p <;> cases q <;> cases r' <;> cases p' <;> cases q' <;>
    simp [hamiltonian]

/-- The Hamiltonian is unchanged when the two protons of one monomer are exchanged. -/
theorem hamiltonian_exchange (a b t : ℝ) (s s' : State) :
    hamiltonian a b t (exchange s) (exchange s') = hamiltonian a b t s s' := by
  obtain ⟨r, p, q⟩ := s
  obtain ⟨r', p', q'⟩ := s'
  cases r <;> cases p <;> cases q <;> cases r' <;> cases p' <;> cases q' <;>
    simp [hamiltonian, exchange]
```

A: Both proofs go through all 64 pairs of structures and let `simp` compare the entries.

Q: Where does the formula for $H\psi$ appear?

```lean
/-- The Hamiltonian acts on an amplitude `ψ` by collecting its values on the four
structures reached by tunnelling. -/
theorem hamiltonian_mulVec (a b t : ℝ) (ψ : State → ℝ) (r p q : Bool) :
    (hamiltonian a b t *ᵥ ψ) (r, p, q) =
      a * ψ (r, p, !q) + b * ψ (r, !p, q) + t * (ψ (!r, q, p) + ψ (!r, !q, !p)) := by
  simp only [hamiltonian, Matrix.mulVec, dotProduct, add_mul, ite_mul, zero_mul,
    Finset.sum_add_distrib, Finset.sum_ite_eq', Finset.mem_univ, if_true]
  ring
```

A: There. The `simp only` call splits the sum over structures into four, and in each only the structure picked out by the `if` survives. `ring` collects the terms.

```lean
/-- Every tunnelling mode satisfies the eigenvalue equation of the Hamiltonian, with its assigned
level as eigenvalue. -/
theorem hamiltonian_mode (a b t : ℝ) (k : State) :
    hamiltonian a b t *ᵥ mode k = level a b t k • mode k := by
  obtain ⟨k, l, m⟩ := k
  funext ⟨r, p, q⟩
  simp only [hamiltonian_mulVec, Pi.smul_apply, smul_eq_mul, mode, level]
  cases k <;> cases l <;> cases m <;> cases r <;> cases p <;> cases q <;>
    simp only [sgn, Bool.not_true, Bool.not_false, Bool.and_true, Bool.and_false] <;> ring
```

A: This is the eigenvalue equation $H\psi_{klm}=E_{klm}\psi_{klm}$. After the action formula is inserted, the proof splits into all values of the six bits. By hand I separated $l=m$ from $l\ne m$; Lean checks each sign pattern and finishes it with `ring`.

```lean
/-- Different tunnelling modes are orthogonal, and each has squared norm 8. -/
theorem mode_orthogonal (k k' : State) :
    mode k ⬝ᵥ mode k' = if k = k' then 8 else 0 := by
  obtain ⟨k, l, m⟩ := k
  obtain ⟨k', l', m'⟩ := k'
  simp only [dotProduct, Fintype.sum_prod_type, Fintype.sum_bool, mode]
  cases k <;> cases l <;> cases m <;> cases k' <;> cases l' <;> cases m' <;>
    norm_num [sgn]
```

A: `⬝ᵥ` is the dot product, so this is the overlap calculation, with the sum over structures written out and evaluated for every pair of modes.

```lean
/-- Proton exchange in one monomer carries a mode with opposite donor and acceptor
parities, up to sign, into the mode with the opposite interchange parity. -/
theorem mode_exchange (k l : Bool) (s : State) :
    mode (k, l, !l) (exchange s) = sgn l * mode (!k, l, !l) s := by
  obtain ⟨r, p, q⟩ := s
  cases k <;> cases l <;> cases r <;> cases p <;> cases q <;>
    simp [mode, exchange, sgn]
```

A: Here is the partner relation. Writing the mode as `(k, l, !l)` imposes $l\ne m$, and `!k` on the right is the opposite interchange parity. Together with `hamiltonian_exchange` it accounts for the double levels by symmetry. The computation of the spectrum below does not use it.

Q: "Eigenvalue" can hide a lot. Does the final statement really say "twice"?

A: Yes, because it concerns the characteristic polynomial. A statement about the set of eigenvalues would be true as well, but it would lose the multiplicities. One preparatory lemma handles diagonal matrices:

```lean
/-- The characteristic polynomial of a diagonal matrix is the product of the linear
factors of its diagonal entries. -/
theorem charpoly_diagonal_levels (d : State → ℝ) :
    (Matrix.diagonal d).charpoly = ∏ k, (X - C (d k)) := by
  have h : (Matrix.diagonal d).charmatrix = Matrix.diagonal fun k => X - C (d k) := by
    ext1 i j
    by_cases hij : i = j
    · subst hij
      rw [Matrix.charmatrix_apply_eq, Matrix.diagonal_apply_eq, Matrix.diagonal_apply_eq]
    · rw [Matrix.charmatrix_apply_ne _ _ _ hij, Matrix.diagonal_apply_ne _ hij,
        Matrix.diagonal_apply_ne _ hij, map_zero, neg_zero]
  rw [Matrix.charpoly, h, Matrix.det_diagonal]
```

A: It shows that $x-D$ is itself diagonal, entry by entry, and takes the product of the diagonal as its determinant. Then comes the main theorem:

```lean
/-- The tunnelling pattern: counted with multiplicity, the eigenvalues of the Hamiltonian
are `a + b ± 2t`, `-(a + b) ± 2t`, and twice each `a - b` and `b - a`. -/
theorem tunnelling_spectrum (a b t : ℝ) :
    (hamiltonian a b t).charpoly =
      (X - C (a + b + 2 * t)) * (X - C (a + b - 2 * t)) *
      (X - C (-(a + b) + 2 * t)) * (X - C (-(a + b) - 2 * t)) *
      (X - C (a - b)) ^ 2 * (X - C (b - a)) ^ 2 := by
  -- the modes as columns of `W`, and the inverse `V` of `W`
  obtain ⟨W, hW⟩ : ∃ W : Matrix State State ℝ, ∀ s k, W s k = mode k s :=
    ⟨fun s k => mode k s, fun _ _ => rfl⟩
  obtain ⟨V, hV⟩ : ∃ V : Matrix State State ℝ, ∀ k s, V k s = mode k s / 8 :=
    ⟨fun k s => mode k s / 8, fun _ _ => rfl⟩
  have hVW : V * W = 1 := by
    ext k k'
    have h := mode_orthogonal k k'
    simp only [dotProduct] at h
    have h2 : ∑ s, V k s * W s k' = (∑ s, mode k s * mode k' s) / 8 := by
      rw [Finset.sum_div]
      refine Finset.sum_congr rfl fun s _ => ?_
      rw [hV, hW]
      ring
    rw [Matrix.mul_apply, Matrix.one_apply, h2, h]
    split_ifs <;> norm_num
  have hHW : hamiltonian a b t * W = W * Matrix.diagonal (level a b t) := by
    ext s k
    have h := congrFun (hamiltonian_mode a b t k) s
    simp only [Matrix.mulVec, dotProduct, Pi.smul_apply, smul_eq_mul] at h
    rw [Matrix.mul_apply, Matrix.mul_diagonal]
    simp only [hW]
    rw [h, mul_comm]
  have hH : hamiltonian a b t = W * (Matrix.diagonal (level a b t) * V) := by
    rw [← Matrix.mul_assoc, ← hHW, Matrix.mul_assoc, mul_eq_one_comm.mp hVW,
      Matrix.mul_one]
  -- similar matrices share the characteristic polynomial
  rw [hH, Matrix.charpoly_mul_comm, Matrix.mul_assoc, hVW, Matrix.mul_one,
    charpoly_diagonal_levels]
  -- the eight levels
  have h1 : level a b t (false, false, false) = a + b + 2 * t := by
    simp only [level, sgn]; ring
  have h2 : level a b t (true, false, false) = a + b - 2 * t := by
    simp only [level, sgn]; ring
  have h3 : level a b t (false, true, true) = -(a + b) + 2 * t := by
    simp only [level, sgn]; ring
  have h4 : level a b t (true, true, true) = -(a + b) - 2 * t := by
    simp only [level, sgn]; ring
  have h5 (k : Bool) : level a b t (k, true, false) = a - b := by
    simp only [level, sgn]; ring
  have h6 (k : Bool) : level a b t (k, false, true) = b - a := by
    simp only [level, sgn]; ring
  simp only [Fintype.prod_prod_type, Fintype.prod_bool, h1, h2, h3, h4, h5, h6]
  generalize (X - C (a + b + 2 * t) : ℝ[X]) = u₁
  generalize (X - C (a + b - 2 * t) : ℝ[X]) = u₂
  generalize (X - C (-(a + b) + 2 * t) : ℝ[X]) = u₃
  generalize (X - C (-(a + b) - 2 * t) : ℝ[X]) = u₄
  generalize (X - C (a - b) : ℝ[X]) = u₅
  generalize (X - C (b - a) : ℝ[X]) = u₆
  ring

end

end WaterDimerTunnelling
```

```lean
#print axioms WaterDimerTunnelling.hamiltonian_isSymm
#print axioms WaterDimerTunnelling.hamiltonian_exchange
#print axioms WaterDimerTunnelling.mode_exchange
#print axioms WaterDimerTunnelling.tunnelling_spectrum
```

```
'WaterDimerTunnelling.hamiltonian_isSymm' depends on axioms: [propext, Classical.choice, Quot.sound]
'WaterDimerTunnelling.hamiltonian_exchange' depends on axioms: [propext, Classical.choice, Quot.sound]
'WaterDimerTunnelling.mode_exchange' depends on axioms: [propext, Classical.choice, Quot.sound]
'WaterDimerTunnelling.tunnelling_spectrum' depends on axioms: [propext, Classical.choice, Quot.sound]
```

Q: Read it to me.

A: For all real $a$, $b$, $t$, the characteristic polynomial of $H$ is the product of four linear factors, for $a+b\pm2t$ and $-(a+b)\pm2t$, and two squared factors, for $a-b$ and $b-a$. `X` is the polynomial variable and `C` makes a number into a constant polynomial. As $H$ is real symmetric, the multiplicity of a root is the number of independent states at that energy. If levels happen to coincide, as $a-b$ and $b-a$ do when $a=b$, their multiplicities add.

Q: And the proof is the similarity argument?

A: Step for step. `W` has the modes as columns and `V` is its transpose divided by 8. `hVW` is orthogonality, `hHW` is $HW=WD$, and `hH` is $H=WDV$, using that a one-sided inverse of a square matrix is two-sided. `Matrix.charpoly_mul_comm` then moves `W` to the other end of the product, where it cancels against `V` and leaves $D$. The facts `h1` to `h6` evaluate the energies; `h5` and `h6` hold for either value of the interchange bit, which is where the squares come from.

Q: What would I do with this in a calculation on the dimer?

A: You would combine eight equivalent localised functions with the signs of the modes, which makes this $H$ diagonal, or you would read $a$, $b$ and $|t|$ off computed levels, measured from their mean. The list of levels alone does not tell $a$ from $b$, so this takes prior knowledge: here, that $a$ is negative, $|a|>|b|$ and $2|t|<|a+b|$. Take $a=-10$, $b=-1$, $t=-2$ in some energy unit. The levels are $-15$, $-9$ (twice), $-7$, $7$, $9$ (twice), $15$. In the lower group the single levels are $4|t|=8$ apart, and their midpoint is $a+b=-11$. The double level is $a-b=-9$. Half the sum of these two numbers gives $a=-10$, and half their difference gives $b=-1$.

Q: My remaining doubt is the dimer itself.

A: That is the right place for it. The step from this matrix to the molecule is the assumption that the lowest states are described by one localised function per well, orthonormal, and coupled only by these amplitudes. No theorem here derives that from the potential surface, and overall rotation, excited vibrations and nuclear spin are left out. Spin decides which levels can be observed. In the non-rotating dimer of ordinary water (¹H and ¹⁶O), the level $a+b-2t$ is missing: its state requires singlet proton spins in both molecules, yet it changes sign when the two molecules are exchanged, which the Pauli principle forbids.

The choice of couplings also shows in the result: both groups have the same interchange splitting, $4|t|$. If you add couplings of strength $t'$ to $(r+1,q+1,p)$ and $(r+1,q,p+1)$, the calculation above gives $4|t+t'|$ and $4|t-t'|$ instead, while the double levels stay double.

Q: So what may I take from it for spectroscopy?

A: Within this three-amplitude, non-rotating model, and before spin removes any level, you get for $|a|>|b|$ and $2|t|<|a+b|$ the pattern by which tunnelling levels of the dimer can be grouped and assigned: two groups, each with two single levels and one double level that interchange leaves unsplit.
